# Square-root densities miss the ground state of uniform positive hopping on two or more sites

Let $H$ be the $3\times3$ real matrix with zero diagonal and every off-diagonal entry equal to $1$. Its lowest eigenvalue is $-1$, but the minimum of $\langle\sqrt n,H\sqrt n\rangle$ over probability vectors $n$ is $0$. On any finite set of at least two sites, if $H$ has zero diagonal and every off-diagonal entry equal to $t>0$, the two values are $-t$ and $0$.

For one particle on a finite lattice with real amplitudes, this shows that minimising the functional $\langle\sqrt n,H\sqrt n\rangle$, which takes all amplitudes nonnegative, can miss the ground-state energy. Interactions and complex amplitudes are not treated.

## States, densities and energies

The finite type `ι` labels the sites, and a real state is a function $\psi$ on them. Its energy is $\langle\psi,H\psi\rangle=\sum_{i,j}\psi_iH_{ij}\psi_j$, which is the physical expectation value when $\sum_i\psi_i^2=1$.

In Lean 4 with Mathlib:

```lean
import Mathlib

open Matrix

namespace FrustratedHopping

noncomputable section

variable {ι : Type*} [Fintype ι] [DecidableEq ι]

/-- The energy form `⟨ψ, H ψ⟩` of a real state `ψ`. -/
def energy (H : Matrix ι ι ℝ) (ψ : ι → ℝ) : ℝ := ψ ⬝ᵥ (H *ᵥ ψ)
```

Levels are real eigenvalues with nonzero real eigenvectors. This is the whole spectrum for the symmetric hopping matrices below.

```lean
/-- The real eigenvalues of `H`. -/
def energyLevels (H : Matrix ι ι ℝ) : Set ℝ :=
  {E | ∃ ψ : ι → ℝ, ψ ≠ 0 ∧ H *ᵥ ψ = E • ψ}
```

A density has $n_i\ge0$ and $\sum_i n_i=1$. Its square-root energy uses the amplitudes $\psi_i=\sqrt{n_i}$, all nonnegative.

```lean
/-- A site density: nonnegative occupations that sum to one. -/
def IsDensity (n : ι → ℝ) : Prop := (∀ i, 0 ≤ n i) ∧ ∑ i, n i = 1

/-- The energy of the state whose amplitudes are the square roots of the density. -/
def sqrtEnergy (H : Matrix ι ι ℝ) (n : ι → ℝ) : ℝ := energy H (fun i => √(n i))
```

The sign convention is $H_{ij}=+t$ for $i\ne j$, so for $t>0$ neighbouring amplitudes of equal sign raise the energy.

```lean
/-- Hopping with the same amplitude `t` between every two distinct sites. -/
def hopping (t : ℝ) : Matrix ι ι ℝ := Matrix.of fun i j => if i = j then 0 else t
```

## Problems

**(a) Action of the hopping matrix.** Compute $(H\psi)_i$ for uniform hopping.

Site $i$ receives $t\psi_j$ from every other site, so
$$(H\psi)_i=t\sum_{j\ne i}\psi_j=t\Big(\sum_j\psi_j-\psi_i\Big).$$
The code writes each term as the full term minus a diagonal correction, then sums.

```lean
/-- Uniform hopping sends to each site `t` times the sum of the amplitudes on the other sites. -/
theorem hopping_mulVec (t : ℝ) (ψ : ι → ℝ) (i : ι) :
    (hopping t *ᵥ ψ) i = t * (∑ j, ψ j - ψ i) := by
  have h : ∀ j, (if i = j then 0 else t) * ψ j
      = t * ψ j - (if i = j then t * ψ j else 0) := by
    intro j
    split_ifs <;> ring
  simp only [Matrix.mulVec, dotProduct, hopping, Matrix.of_apply]
  rw [Finset.sum_congr rfl (fun j _ => h j), Finset.sum_sub_distrib, ← Finset.mul_sum]
  simp only [Finset.sum_ite_eq, Finset.mem_univ, if_true]
  ring
```

**(b) Energy from the amplitude sum.** Express the energy through $S=\sum_i\psi_i$ and the squared norm.

Multiply (a) by $\psi_i$ and sum over $i$:
$$\langle\psi,H\psi\rangle=\sum_i\psi_i\,t(S-\psi_i)=t\Big(S^2-\sum_i\psi_i^2\Big).$$

```lean
/-- The energy under uniform hopping depends only on the sum of the amplitudes and the norm. -/
theorem energy_hopping (t : ℝ) (ψ : ι → ℝ) :
    energy (hopping t) ψ = t * ((∑ i, ψ i) ^ 2 - ∑ i, ψ i ^ 2) := by
  simp only [energy, dotProduct, hopping_mulVec]
  calc ∑ i, ψ i * (t * (∑ j, ψ j - ψ i))
      = ∑ i, (t * (∑ j, ψ j) * ψ i - t * ψ i ^ 2) :=
        Finset.sum_congr rfl (fun i _ => by ring)
    _ = _ := by
        rw [Finset.sum_sub_distrib, ← Finset.mul_sum, ← Finset.mul_sum]
        ring
```

**(c) States at energy $-t$.** For $t>0$, find the normalised states with energy $-t$.

By (b) the energy is $t(S^2-1)$. It equals $-t$ exactly when $tS^2=0$, that is, when $S=0$.

```lean
/-- For `t > 0`, a normalised state has energy `-t` exactly when its amplitudes sum to zero. -/
theorem energy_eq_neg_iff {t : ℝ} (ht : 0 < t) {ψ : ι → ℝ} (hψ : ∑ i, ψ i ^ 2 = 1) :
    energy (hopping t) ψ = -t ↔ ∑ i, ψ i = 0 := by
  rw [energy_hopping, hψ]
  constructor
  · intro h
    have h2 : t * (∑ i, ψ i) ^ 2 = 0 := by linear_combination h
    exact (pow_eq_zero_iff two_ne_zero).mp ((mul_eq_zero.mp h2).resolve_left ht.ne')
  · intro h
    rw [h]
    ring
```

**(d) Lowest eigenvalue.** Show that it is $-t$ on two or more sites.

Choose sites $a\ne b$ and set $\psi=e_a-e_b$, where $e_a$ is the state with amplitude $1$ on $a$ and $0$ elsewhere; the normalised state is $\psi/\sqrt2$. Since $S=0$, (a) gives $H\psi=-t\psi$. Conversely, if $H\psi=E\psi$ with $\psi\ne0$, then (b) gives
$$(E+t)\sum_i\psi_i^2=tS^2\ge0,$$
and the squared norm is positive, so $E\ge-t$.

`IsLeast` requires both halves: membership in the set and a lower bound. `Nontrivial ι` supplies the two sites, and `nlinarith` derives the contradiction from $E<-t$.

```lean
/-- On two or more sites with uniform hopping `t > 0`, the lowest eigenvalue is `-t`. -/
theorem lowest_level [Nontrivial ι] {t : ℝ} (ht : 0 < t) :
    IsLeast (energyLevels (hopping t : Matrix ι ι ℝ)) (-t) := by
  unfold energyLevels
  constructor
  · -- the difference of two site states is an eigenvector
    obtain ⟨a, b, hab⟩ := exists_pair_ne ι
    refine ⟨fun i => (if i = a then 1 else 0) - (if i = b then 1 else 0), ?_, ?_⟩
    · intro h
      have h1 := congrFun h a
      simp [hab] at h1
    · ext i
      rw [hopping_mulVec]
      have hs : ∑ j : ι, ((if j = a then (1 : ℝ) else 0) - (if j = b then 1 else 0)) = 0 := by
        simp [Finset.sum_sub_distrib]
      rw [hs]
      simp only [Pi.smul_apply, smul_eq_mul]
      ring
  · rintro E ⟨ψ, h0, hE⟩
    have h1 : energy (hopping t) ψ = E * ∑ i, ψ i ^ 2 := by
      simp only [energy, hE, dotProduct, Pi.smul_apply, smul_eq_mul, Finset.mul_sum]
      exact Finset.sum_congr rfl (fun i _ => by ring)
    rw [energy_hopping] at h1
    obtain ⟨i, hi⟩ := Function.ne_iff.mp h0
    have hi' : ψ i ≠ 0 := hi
    have hpos : 0 < ∑ i, ψ i ^ 2 :=
      Finset.sum_pos' (fun j _ => sq_nonneg _) ⟨i, Finset.mem_univ i, by positivity⟩
    -- (E + t) times the squared norm equals t (∑ ψ)², which is nonnegative
    by_contra hlt
    have hneg : 0 < -t - E := by linarith [not_le.mp hlt]
    nlinarith [mul_pos hneg hpos, mul_nonneg ht.le (sq_nonneg (∑ i, ψ i))]
```

**(e) Localised densities.** Find the square-root energy of a density concentrated on site $i$.

The square roots of $0$ and $1$ are themselves, so the state is $e_i$ and the energy is $H_{ii}$.

```lean
/-- The square-root energy of a density localised on site `i` is the on-site energy `H i i`. -/
theorem sqrtEnergy_single (H : Matrix ι ι ℝ) (i : ι) :
    sqrtEnergy H (Pi.single i 1) = H i i := by
  have h : (fun j => √((Pi.single i 1 : ι → ℝ) j)) = Pi.single i 1 := by
    ext j
    by_cases hj : j = i <;> simp [hj]
  rw [sqrtEnergy, h, energy]
  simp [dotProduct, Matrix.mulVec, Pi.single_apply]
```

**(f) Minimum for nonnegative hopping.** Suppose $H_{ij}\ge0$ for $i\ne j$, and let $H_{kk}$ be the smallest diagonal entry. Minimise the square-root energy.

The off-diagonal terms $\sqrt{n_i}H_{ij}\sqrt{n_j}$ are nonnegative. Dropping them gives
$$\langle\sqrt n,H\sqrt n\rangle\ge\sum_iH_{ii}n_i\ge H_{kk}\sum_in_i=H_{kk}.$$
By (e), the density localised on $k$ attains this bound. The `calc` block follows the same chain from right to left.

```lean
/-- If all off-diagonal entries of `H` are nonnegative, the minimum of the square-root energy
over all densities is the smallest on-site energy. -/
theorem sqrtEnergy_isLeast (H : Matrix ι ι ℝ) (hoff : ∀ i j, i ≠ j → 0 ≤ H i j)
    (k : ι) (hk : ∀ i, H k k ≤ H i i) :
    IsLeast (sqrtEnergy H '' {n | IsDensity n}) (H k k) := by
  constructor
  · refine ⟨Pi.single k 1, ⟨fun i => ?_, by simp⟩, sqrtEnergy_single H k⟩
    rw [Pi.single_apply]
    split_ifs <;> norm_num
  · rintro _ ⟨n, hn, rfl⟩
    calc H k k = ∑ i, H k k * n i := by rw [← Finset.mul_sum, hn.2, mul_one]
      _ ≤ ∑ i, H i i * n i :=
        Finset.sum_le_sum fun i _ => mul_le_mul_of_nonneg_right (hk i) (hn.1 i)
      _ ≤ sqrtEnergy H n := by
        simp only [sqrtEnergy, energy, dotProduct, Matrix.mulVec]
        refine Finset.sum_le_sum fun i _ => ?_
        rw [Finset.mul_sum]
        -- split off the diagonal term; the hopping terms only raise the energy
        have h := Finset.add_sum_erase Finset.univ
          (fun j => √(n i) * (H i j * √(n j))) (Finset.mem_univ i)
        have h2 : 0 ≤ ∑ j ∈ Finset.univ.erase i, √(n i) * (H i j * √(n j)) :=
          Finset.sum_nonneg fun j hj => mul_nonneg (Real.sqrt_nonneg _)
            (mul_nonneg (hoff i j (Finset.ne_of_mem_erase hj).symm) (Real.sqrt_nonneg _))
        have h3 : √(n i) * (H i i * √(n i)) = H i i * n i := by
          linear_combination H i i * Real.mul_self_sqrt (hn.1 i)
        beta_reduce at h
        linarith
```

**(g) The gap.** Compare the two minima for uniform hopping.

Part (d) gives $-t$. The diagonal vanishes, so (f) gives $0$.

```lean
/-- On two or more sites with uniform hopping `t > 0`, the lowest eigenvalue is `-t`, while the
minimum of the square-root energy over all densities is `0`. -/
theorem sqrt_densities_miss_ground_state [Nontrivial ι] {t : ℝ} (ht : 0 < t) :
    IsLeast (energyLevels (hopping t : Matrix ι ι ℝ)) (-t) ∧
      IsLeast (sqrtEnergy (hopping t : Matrix ι ι ℝ) '' {n | IsDensity n}) 0 := by
  refine ⟨lowest_level ht, ?_⟩
  obtain ⟨k, -, -⟩ := exists_pair_ne ι
  have hd : ∀ i : ι, hopping t i i = 0 := fun i => by simp [hopping]
  have h := sqrtEnergy_isLeast (hopping t : Matrix ι ι ℝ)
    (fun i j hij => by simp [hopping, hij, ht.le]) k (fun i => by rw [hd, hd])
  rwa [hd k] at h
```

**(h) Minimising densities.** Which densities have zero square-root energy when $t>0$?

By (b), $t\big((\sum_i\sqrt{n_i})^2-1\big)=0$, hence $\sum_i\sqrt{n_i}=1$. Since $0\le n_i\le1$, each $\sqrt{n_i}-n_i$ is nonnegative. These differences sum to $1-1=0$, so each vanishes and $n_i\in\{0,1\}$. Normalisation leaves exactly one occupied site. The converse is (e).

```lean
/-- For uniform hopping `t > 0`, the square-root energy of a density is zero exactly when the
density is localised on a single site. -/
theorem sqrtEnergy_eq_zero_iff {t : ℝ} (ht : 0 < t) {n : ι → ℝ} (hn : IsDensity n) :
    sqrtEnergy (hopping t) n = 0 ↔ ∃ i, n = Pi.single i 1 := by
  constructor
  · intro h
    have hsq : ∑ i, √(n i) ^ 2 = 1 := by
      rw [Finset.sum_congr rfl (fun i _ => Real.sq_sqrt (hn.1 i)), hn.2]
    rw [sqrtEnergy, energy_hopping, hsq] at h
    have hS : (∑ i, √(n i)) ^ 2 - 1 = 0 := (mul_eq_zero.mp h).resolve_left ht.ne'
    have hS0 : 0 ≤ ∑ i, √(n i) := Finset.sum_nonneg fun i _ => Real.sqrt_nonneg _
    have hS1 : ∑ i, √(n i) = 1 := by nlinarith
    have hle : ∀ i, n i ≤ √(n i) := by
      intro i
      have h1 : n i ≤ ∑ j, n j :=
        Finset.single_le_sum (fun j _ => hn.1 j) (Finset.mem_univ i)
      rw [hn.2] at h1
      exact (le_abs_self _).trans (Real.abs_le_sqrt (by nlinarith [hn.1 i]))
    -- both n and √n sum to one, so they agree on every site
    have hz : ∑ i, (√(n i) - n i) = 0 := by
      rw [Finset.sum_sub_distrib, hS1, hn.2, sub_self]
    have he := (Finset.sum_eq_zero_iff_of_nonneg
      (fun i _ => sub_nonneg.mpr (hle i))).mp hz
    obtain ⟨i, hi⟩ : ∃ i, n i ≠ 0 := by
      by_contra hc
      push Not at hc
      have h1 := hn.2
      simp [hc] at h1
    have hi1 : n i = 1 := by
      have h1 : √(n i) = n i := sub_eq_zero.mp (he i (Finset.mem_univ i))
      have h2 := Real.mul_self_sqrt (hn.1 i)
      rw [h1] at h2
      exact mul_left_cancel₀ hi (by rw [h2, mul_one])
    refine ⟨i, ?_⟩
    ext j
    by_cases hj : j = i
    · rw [hj, hi1, Pi.single_eq_same]
    · have h1 := Finset.add_sum_erase Finset.univ n (Finset.mem_univ i)
      have h2 : n j ≤ ∑ l ∈ Finset.univ.erase i, n l :=
        Finset.single_le_sum (fun l _ => hn.1 l)
          (Finset.mem_erase.mpr ⟨hj, Finset.mem_univ j⟩)
      rw [Pi.single_eq_of_ne hj]
      linarith [hn.1 j, hn.2]
  · rintro ⟨i, rfl⟩
    rw [sqrtEnergy_single]
    simp [hopping]
```

**(i) The triangle.** Specialise to three sites and $t=1$.

```lean
/-- The triangle with zero on-site energies and all hopping entries equal to one. -/
def triangle : Matrix (Fin 3) (Fin 3) ℝ := !![0, 1, 1; 1, 0, 1; 1, 1, 0]
```

The explicit matrix equals `hopping 1`, checked entry by entry, so (g) gives $-1$ and $0$.

```lean
/-- For the triangle the lowest eigenvalue is `-1`, while the minimum of the square-root energy
over all densities is `0`. -/
theorem triangle_gap :
    IsLeast (energyLevels triangle) (-1) ∧
      IsLeast (sqrtEnergy triangle '' {n | IsDensity n}) 0 := by
  have h : triangle = hopping 1 := by
    ext i j
    fin_cases i <;> fin_cases j <;> simp [triangle, hopping]
  rw [h]
  exact sqrt_densities_miss_ground_state one_pos
```

**(j) The missing sign.** Compare the amplitudes $(\sqrt{1/2},\pm\sqrt{1/2},0)$ on the triangle.

For amplitudes $(a,b,0)$ the energy is $2ab$, which gives $+1$ and $-1$. Both states have density $(1/2,1/2,0)$; only the relative sign differs.

On two sites, flipping the sign convention of one site turns the hopping negative and removes the gap. On the triangle no such flips make all three hoppings negative, because they preserve the product of the hoppings around the loop: this is the frustration. Flipping one site $b$ still removes the gap there: it turns one of the degenerate ground states, $(e_a-e_b)/\sqrt2$, into $(e_a+e_b)/\sqrt2$, whose amplitudes are nonnegative, and leaves the eigenvalues unchanged.

```lean
/-- On the triangle the density `(1/2, 1/2, 0)` has square-root energy `1`; reversing the sign of
one of the two amplitudes gives energy `-1`. -/
theorem triangle_sign_matters :
    sqrtEnergy triangle ![1 / 2, 1 / 2, 0] = 1 ∧
      energy triangle ![√(1 / 2), -√(1 / 2), 0] = -1 := by
  have key : ∀ a b : ℝ, energy triangle ![a, b, 0] = 2 * a * b := by
    intro a b
    simp [energy, triangle, Matrix.mulVec, dotProduct, Fin.sum_univ_succ]
    ring
  have hv : (fun i => √((![1 / 2, 1 / 2, 0] : Fin 3 → ℝ) i))
      = ![√(1 / 2), √(1 / 2), 0] := by
    ext i
    fin_cases i <;> simp
  have hs : √(1 / 2 : ℝ) * √(1 / 2) = 1 / 2 := Real.mul_self_sqrt (by norm_num)
  constructor
  · rw [sqrtEnergy, hv, key]
    linear_combination 2 * hs
  · rw [key]
    linear_combination (-2) * hs

end

end FrustratedHopping
```

```lean
#print axioms FrustratedHopping.sqrt_densities_miss_ground_state
#print axioms FrustratedHopping.sqrtEnergy_eq_zero_iff
#print axioms FrustratedHopping.triangle_gap
#print axioms FrustratedHopping.triangle_sign_matters
```

```
'FrustratedHopping.sqrt_densities_miss_ground_state' depends on axioms: [propext, Classical.choice, Quot.sound]
'FrustratedHopping.sqrtEnergy_eq_zero_iff' depends on axioms: [propext, Classical.choice, Quot.sound]
'FrustratedHopping.triangle_gap' depends on axioms: [propext, Classical.choice, Quot.sound]
'FrustratedHopping.triangle_sign_matters' depends on axioms: [propext, Classical.choice, Quot.sound]
```
